# In finite dimensions, the multiplicity of the J_z eigenvalue m is at most that of m − k for whole numbers 0 ≤ k < m + 1

The lemma `IsLadder.finrank_le_lower_steps` concerns operators J_z, J₊ and J₋ on a finite-dimensional complex inner product space, obeying the angular momentum ladder relations with ħ = 1 and with J₋ adjoint to J₊. It states that for real m and a natural number k < m + 1, the m-eigenspace of J_z has dimension at most that of the (m − k)-eigenspace; either dimension is zero if the number is not an eigenvalue. The proof is by induction on k, each step using the earlier result that the multiplicity cannot fall when a positive m is lowered by one. The bound on k ensures that every lowering step starts from a positive value. For k = 0 the two eigenspaces are the same, and the attempt leaves this case to `simp`.

An attempt in Lean 4 with a fault in it:

```lean
import Mathlib

open Module

namespace LadderMultiplicity

noncomputable section

variable {V : Type*} [NormedAddCommGroup V] [InnerProductSpace ℂ V]

/-- The angular momentum ladder relations (with ħ = 1) for `Jz`, `J+`, `J-`,
with `J-` adjoint to `J+`. -/
structure IsLadder (Jz Jp Jm : V →ₗ[ℂ] V) : Prop where
  z_plus : ∀ v, Jz (Jp v) - Jp (Jz v) = Jp v
  z_minus : ∀ v, Jz (Jm v) - Jm (Jz v) = -Jm v
  plus_minus : ∀ v, Jp (Jm v) - Jm (Jp v) = (2 : ℂ) • Jz v
  adj : ∀ u w, inner ℂ (Jp u) w = inner ℂ u (Jm w)

/-- The space of states with magnetic quantum number `m`: the `m`-eigenspace of `Jz`. -/
def magneticSpace (Jz : V →ₗ[ℂ] V) (m : ℝ) : Submodule ℂ V :=
  Module.End.eigenspace Jz (m : ℂ)

/-- A vector lies in the magnetic space of `m` exactly when `Jz v = m v`. -/
theorem mem_magneticSpace {Jz : V →ₗ[ℂ] V} {m : ℝ} {v : V} :
    v ∈ magneticSpace Jz m ↔ Jz v = (m : ℂ) • v :=
  Module.End.mem_eigenspace_iff

variable {Jz Jp Jm : V →ₗ[ℂ] V} {m : ℝ}

/-- The lowering operator takes states with magnetic quantum number `m` into the
`(m - 1)`-eigenspace of `Jz`. -/
theorem IsLadder.lowering_mem (h : IsLadder Jz Jp Jm) {v : V}
    (hv : v ∈ magneticSpace Jz m) : Jm v ∈ magneticSpace Jz (m - 1) := by
  rw [mem_magneticSpace] at hv ⊢
  have e := h.z_minus v
  rw [hv, map_smul] at e
  push_cast
  linear_combination (norm := module) e

/-- For a state with `Jz v = m v`, the squared norms of the lowered and the raised
state differ by `2 m ‖v‖²`. -/
theorem IsLadder.norm_sq_lowering (h : IsLadder Jz Jp Jm) {v : V}
    (hv : v ∈ magneticSpace Jz m) :
    ‖Jm v‖ ^ 2 = ‖Jp v‖ ^ 2 + 2 * m * ‖v‖ ^ 2 := by
  rw [mem_magneticSpace] at hv
  have key : ∀ x : V, inner ℂ x x = ((‖x‖ ^ 2 : ℝ) : ℂ) := fun x => by
    simp [inner_self_eq_norm_sq_to_K]
  have adj' : inner ℂ (Jm (Jp v)) v = inner ℂ (Jp v) (Jp v) := by
    rw [← inner_conj_symm (Jm (Jp v)) v, ← h.adj v (Jp v), inner_conj_symm]
  -- the commutator exchanges the order of raising and lowering
  have e : Jp (Jm v) = Jm (Jp v) + ((2 * m : ℝ) : ℂ) • v := by
    have c := h.plus_minus v
    rw [hv] at c
    push_cast
    linear_combination (norm := module) c
  have r := h.adj (Jm v) v
  rw [e, inner_add_left, inner_smul_left, Complex.conj_ofReal, adj',
    key, key, key] at r
  exact_mod_cast r.symm

/-- For `m > 0` the lowering operator is injective on the `m`-eigenspace of `Jz`. -/
theorem IsLadder.lowering_injOn (h : IsLadder Jz Jp Jm) (hm : 0 < m) :
    Set.InjOn Jm (magneticSpace Jz m : Set V) := by
  intro x hx y hy hxy
  by_contra hne
  -- the difference is annihilated by `J-`, which the norm identity forbids
  have e := h.norm_sq_lowering ((magneticSpace Jz m).sub_mem hx hy)
  rw [map_sub Jm x y, hxy, sub_self, norm_zero] at e
  have hp : 0 < ‖x - y‖ := norm_pos_iff.mpr (sub_ne_zero.mpr hne)
  have hpos : 0 < 2 * m * ‖x - y‖ ^ 2 := by positivity
  nlinarith [sq_nonneg ‖Jp (x - y)‖]

/-- For `m > 0` the multiplicity of `m` as an eigenvalue of `Jz` is at most that
of `m - 1`. -/
theorem IsLadder.finrank_le_lower [FiniteDimensional ℂ V] (h : IsLadder Jz Jp Jm)
    (hm : 0 < m) :
    finrank ℂ (magneticSpace Jz m) ≤ finrank ℂ (magneticSpace Jz (m - 1)) := by
  let f : magneticSpace Jz m →ₗ[ℂ] magneticSpace Jz (m - 1) :=
    Jm.restrict (fun _ hv => h.lowering_mem hv)
  have hf : Function.Injective f := fun x y hxy =>
    Subtype.ext (h.lowering_injOn hm x.2 y.2 (congrArg Subtype.val hxy))
  exact LinearMap.finrank_le_finrank_of_injective hf

/-- The multiplicity of `m` is at most that of `m - k`, for every number of lowering
steps `k < m + 1`. -/
theorem IsLadder.finrank_le_lower_steps [FiniteDimensional ℂ V]
    (h : IsLadder Jz Jp Jm) (k : ℕ) (hk : (k : ℝ) < m + 1) :
    finrank ℂ (magneticSpace Jz m) ≤ finrank ℂ (magneticSpace Jz (m - k)) := by
  induction k with
  | zero => simp
  | succ k ih =>
    push_cast at hk
    have step := h.finrank_le_lower (m := m - k) (by linarith)
    have e : m - ((k + 1 : ℕ) : ℝ) = m - k - 1 := by push_cast; ring
    rw [e]
    exact (ih (by linarith)).trans step

end

end LadderMultiplicity
```

The compiler's answer:

```
Main.lean:90:12: error: `simp` made no progress
```

Cause. The message says that `simp` found nothing it could rewrite in the case k = 0. The goal there compares the `finrank` of `magneticSpace Jz m` with that of `magneticSpace Jz (m - ((0 : ℕ) : ℝ))`. Simplifying the subtraction would make the two sides agree, but it sits inside the type whose dimension `finrank` takes. The additive and module structures passed to `finrank` as instance arguments depend on that type, so `simp` does not rewrite the type by congruence and never reaches the subtraction.

The repair first proves `e : m - ((0 : ℕ) : ℝ) = m` as a separate equation between real numbers, where `simp` meets no such dependence. `le_of_eq` then reduces the inequality to an equality of dimensions. There `rw [e]` replaces the expression everywhere at once, in the type and in the instances that depend on it, so the term remains well typed. The two sides are then identical, and `rw` closes the goal by reflexivity.

The change, after which it compiles:

```diff
@@ -88,5 +88,7 @@
     finrank ℂ (magneticSpace Jz m) ≤ finrank ℂ (magneticSpace Jz (m - k)) := by
   induction k with
-  | zero => simp
+  | zero =>
+    have e : m - ((0 : ℕ) : ℝ) = m := by simp
+    exact le_of_eq (by rw [e])
   | succ k ih =>
     push_cast at hk
```
